# The DQG Conditions as Necessary Conditions on Fermionic Reduced Density Matrices

The electrons of a molecule interact in pairs, so the energy of any state is a linear function of its one-particle and two-particle density matrices. For many electrons in a much larger orbital basis these matrices are far smaller than the wavefunction, and one would like to minimise the energy over them directly. Most matrices of the right size, however, belong to no fermionic state, and a minimisation that admits them can fall below the true ground-state energy. What must a pair of matrices satisfy if it does come from a state?

Let a_i annihilate a fermion in mode i, let † denote the adjoint, and let δ_ij be the Kronecker delta. The canonical anticommutation relations (CAR) are

a_i a_j + a_j a_i = 0

a_i a_j† + a_j† a_i = δ_ij

Let w be a positive linear functional on the operators, that is, w(x† x) ≥ 0 for every x. An expectation value in a pure or mixed state is of this kind, with w(1) = 1. Define

γ_pq = w(a_p† a_q)

D_(ij),(kl) = w(a_i† a_j† a_l a_k)

Q_(ij),(kl) = w(a_i a_j a_l† a_k†)

G_(ij),(kl) = w(a_i† a_j a_l† a_k)

The claim is that D, Q and G are positive semidefinite, and that Q and G are explicit functions of w(1), γ and D. For finitely many modes this gives three matrix inequalities on the reduced density matrices alone, known as the DQG conditions. They are necessary conditions: a pair (γ, D) that violates one of them comes from no state, while a pair that satisfies all three may still come from none.

## Positivity from squares

Each matrix has entries w(C_p† C_q), where p = (i,j) and q = (k,l) are pairs of modes:

for D, C_(ij) = a_j a_i

for Q, C_(ij) = a_j† a_i†

for G, C_(ij) = a_j† a_i

For complex coefficients v_p put X = Σ_p v_p C_p. Then

Σ_pq v̄_p w(C_p† C_q) v_q = w(X† X) ≥ 0

The matrix is also Hermitian. For any operators x and y, the numbers w(x† x), w(y† y) and w((x + y)†(x + y)) are real, so w(x† y) + w(y† x) is real. The same argument with x + iy, where i is now the imaginary unit, shows that i w(x† y) − i w(y† x) is real. The first statement says that the imaginary parts of w(x† y) and w(y† x) are opposite, the second that their real parts agree. Hence w(y† x) is the complex conjugate of w(x† y).

## Q and G from normal ordering

For G, one exchange in the middle of the string is enough. With a_j a_l† = δ_jl − a_l† a_j,

a_i† a_j a_l† a_k = δ_jl a_i† a_k − a_i† a_l† a_j a_k

and applying w gives

G_(ij),(kl) = δ_jl γ_ik − D_(il),(kj)

For Q, the same exchange gives

a_i a_j a_l† a_k† = δ_jl a_i a_k† − (a_i a_l†)(a_j a_k†)

The last product expands to

(δ_il − a_l† a_i)(δ_jk − a_k† a_j) = δ_il δ_jk − δ_il a_k† a_j − δ_jk a_l† a_i + a_l† a_i a_k† a_j

Its final term is a particle-hole string, which the formula above reorders:

a_l† a_i a_k† a_j = δ_ik a_l† a_j − a_l† a_k† a_i a_j = δ_ik a_l† a_j − a_k† a_l† a_j a_i

The second equality exchanges both the creators and the annihilators, and the two signs cancel. Inserting a_i a_k† = δ_ik − a_k† a_i in the first term, collecting everything and applying w, we find

Q_(ij),(kl) = w(1)(δ_ik δ_jl − δ_il δ_jk) − δ_jl γ_ki + δ_il γ_kj + δ_jk γ_li − δ_ik γ_lj + D_(kl),(ij)

## Operators and functionals in Lean

The operators live in an arbitrary complex algebra `A` with a star operation, which plays the part of †. No Fock space is chosen, and `A` may be infinite-dimensional. The type `n` holds the mode labels.

```lean
import Mathlib

open Matrix
open scoped ComplexOrder

namespace TwoBodyRepresentability

noncomputable section

variable {n A : Type*} [DecidableEq n] [Ring A] [StarRing A] [Algebra ℂ A]
```

The Kronecker delta is complex-valued, so that it can multiply operators.

```lean
/-- The Kronecker delta of two mode labels, as a complex number. -/
def kron (i j : n) : ℂ := if i = j then 1 else 0
```

The two fields of `IsCAR` are the two anticommutation relations. The delta in `mixed` fixes the modes as orthonormal; a non-orthogonal orbital basis would have an overlap matrix there.

```lean
/-- The canonical anticommutation relations for annihilation operators `a i`. -/
structure IsCAR (a : n → A) : Prop where
  anti : ∀ i j, a i * a j + a j * a i = 0
  mixed : ∀ i j, a i * star (a j) + star (a j) * a i = kron i j • (1 : A)
```

In the order on ℂ used here, `0 ≤ z` means that z is real and nonnegative. Positivity of `w` therefore includes the reality used in the Hermiticity argument. Neither w(1) = 1 nor a definite particle number is assumed.

```lean
/-- A linear functional is positive if it is real and nonnegative on every `x* x`. -/
def IsPositive (w : A →ₗ[ℂ] ℂ) : Prop := ∀ x, 0 ≤ w (star x * x)
```

## The matrices and their reconstructions

The one-particle matrix has the creator's label as its row index.

```lean
/-- The one-particle matrix `γ_pq = w(a_p* a_q)`. -/
def oneRDM (w : A →ₗ[ℂ] ℂ) (a : n → A) : Matrix n n ℂ :=
  Matrix.of fun p q => w (star (a p) * a q)
```

Rows and columns of the two-particle matrix run over all ordered pairs, with `p = (i,j)` and `q = (k,l)`. There is no prefactor: for a normalised state of N particles the trace of D is N(N − 1).

```lean
/-- The two-particle matrix `D_(ij),(kl) = w(a_i* a_j* a_l a_k)`. -/
def twoRDM (w : A →ₗ[ℂ] ℂ) (a : n → A) : Matrix (n × n) (n × n) ℂ :=
  Matrix.of fun p q => w (star (a p.1) * star (a p.2) * a q.2 * a q.1)
```

The two-hole and particle-hole matrices are likewise defined as expectation values.

```lean
/-- The two-hole matrix `Q_(ij),(kl) = w(a_i a_j a_l* a_k*)`. -/
def twoHole (w : A →ₗ[ℂ] ℂ) (a : n → A) : Matrix (n × n) (n × n) ℂ :=
  Matrix.of fun p q => w (a p.1 * a p.2 * star (a q.2) * star (a q.1))

/-- The particle-hole matrix `G_(ij),(kl) = w(a_i* a_j a_l* a_k)`. -/
def particleHole (w : A →ₗ[ℂ] ℂ) (a : n → A) : Matrix (n × n) (n × n) ℂ :=
  Matrix.of fun p q => w (star (a p.1) * a p.2 * star (a q.2) * a q.1)
```

The right-hand sides of the two reconstruction formulas are separate functions of arbitrary matrices. Their agreement with the expectation values is thus something to prove and is not built into a definition.

```lean
/-- The linear expression for the two-hole matrix in a normalization `t`, a one-particle
matrix `γ` and a two-particle matrix `D`. -/
def qMap (t : ℂ) (γ : Matrix n n ℂ) (D : Matrix (n × n) (n × n) ℂ) :
    Matrix (n × n) (n × n) ℂ :=
  Matrix.of fun p q =>
    t * (kron p.1 q.1 * kron p.2 q.2 - kron p.1 q.2 * kron p.2 q.1)
      - kron p.2 q.2 * γ q.1 p.1 + kron p.1 q.2 * γ q.1 p.2
      + kron p.2 q.1 * γ q.2 p.1 - kron p.1 q.1 * γ q.2 p.2 + D q p

/-- The linear expression for the particle-hole matrix in a one-particle matrix `γ` and a
two-particle matrix `D`. -/
def gMap (γ : Matrix n n ℂ) (D : Matrix (n × n) (n × n) ℂ) :
    Matrix (n × n) (n × n) ℂ :=
  Matrix.of fun p q => kron p.2 q.2 * γ p.1 q.1 - D (p.1, q.2) (q.1, p.2)
```

## Reordering the operator strings

The first lemma isolates the middle product `a j * star (a l)`, replaces it by means of `mixed`, and multiplies out.

```lean
/-- Normal ordering of a particle-hole string: for CAR operators,
`a_i* a_j a_l* a_k = δ_jl a_i* a_k - a_i* a_l* a_j a_k`. -/
theorem normalOrder_particleHole {a : n → A} (ha : IsCAR a) (i j k l : n) :
    star (a i) * a j * star (a l) * a k =
      kron j l • (star (a i) * a k) - star (a i) * star (a l) * a j * a k := by
  have h : star (a i) * a j * star (a l) * a k
      = star (a i) * (a j * star (a l)) * a k := by simp only [mul_assoc]
  rw [h, eq_sub_of_add_eq (ha.mixed j l)]
  simp only [mul_sub, sub_mul, mul_smul_comm, smul_mul_assoc, mul_one, mul_assoc]
```

The second follows the derivation of Q line by line. `h1` moves the inner creator, `h2` expands the product of two exchanges, and `hs` obtains the anticommutation of creators by taking the adjoint of `anti`. `h4` is the double exchange in which the signs cancel. The final rewriting calls the particle-hole lemma for the remaining mixed string.

```lean
/-- Normal ordering of a two-hole string `a_i a_j a_l* a_k*` of CAR operators into a constant,
one-body terms and one two-body term. -/
theorem normalOrder_twoHole {a : n → A} (ha : IsCAR a) (i j k l : n) :
    a i * a j * star (a l) * star (a k) =
      (kron i k * kron j l - kron i l * kron j k) • (1 : A)
        - kron j l • (star (a k) * a i) + kron i l • (star (a k) * a j)
        + kron j k • (star (a l) * a i) - kron i k • (star (a l) * a j)
        + star (a k) * star (a l) * a j * a i := by
  have swap : ∀ p q, a p * star (a q) = kron p q • (1 : A) - star (a q) * a p :=
    fun p q => eq_sub_of_add_eq (ha.mixed p q)
  -- move the inner creation operator to the left
  have h1 : a i * a j * star (a l) * star (a k) =
      kron j l • (a i * star (a k)) - (a i * star (a l)) * (a j * star (a k)) := by
    have h : a i * a j * star (a l) * star (a k)
        = a i * (a j * star (a l)) * star (a k) := by simp only [mul_assoc]
    rw [h, swap j l]
    simp only [mul_sub, sub_mul, mul_smul_comm, smul_mul_assoc, mul_one, mul_assoc]
  have h2 : (a i * star (a l)) * (a j * star (a k)) =
      (kron i l * kron j k) • (1 : A) - kron i l • (star (a k) * a j)
        - kron j k • (star (a l) * a i) + star (a l) * a i * star (a k) * a j := by
    rw [swap i l, swap j k]
    simp only [mul_sub, sub_mul, mul_smul_comm, smul_mul_assoc, one_mul, mul_one, mul_assoc]
    module
  -- exchanging both pairs costs two signs
  have hs : star (a l) * star (a k) = -(star (a k) * star (a l)) := by
    have h := congrArg star (ha.anti k l)
    simp only [star_add, star_mul, star_zero] at h
    exact eq_neg_of_add_eq_zero_left h
  have h4 : star (a l) * star (a k) * a i * a j = star (a k) * star (a l) * a j * a i := by
    rw [mul_assoc, hs, eq_neg_of_add_eq_zero_left (ha.anti i j), neg_mul_neg, ← mul_assoc]
  rw [h1, h2, normalOrder_particleHole ha l i j k, h4, swap i k]
  module
```

The device that carries this proof is the tactic `module`. Operators do not commute, so `ring`, which settles identities in commutative rings, cannot be used in `A`. `module` reads both sides of an equation as linear combinations of vectors with scalar coefficients and compares the coefficients. Here the vectors are operator strings such as `star (a k) * a i`, and the scalars are products of deltas. Each string is an indivisible symbol to the tactic, which knows nothing of the CAR. The work is therefore divided as a physicist would divide it: explicit rewriting performs every anticommutation, and `module` collects the terms.

Applying `w` turns the operator identities into matrix identities. Its linearity takes the deltas outside, and the constant term becomes `w 1`. From here on everything is a complex number, and `ring` can finish. Neither identity needs positivity or a finite set of modes.

```lean
/-- For CAR operators the two-hole matrix is determined by `w(1)`, the one-particle matrix
and the two-particle matrix. -/
theorem twoHole_eq {a : n → A} (ha : IsCAR a) (w : A →ₗ[ℂ] ℂ) :
    twoHole w a = qMap (w 1) (oneRDM w a) (twoRDM w a) := by
  ext ⟨i, j⟩ ⟨k, l⟩
  simp only [twoHole, qMap, oneRDM, twoRDM, Matrix.of_apply]
  rw [normalOrder_twoHole ha]
  simp only [map_add, map_sub, map_smul, smul_eq_mul]
  ring

/-- For CAR operators the particle-hole matrix is determined by the one-particle and
two-particle matrices. -/
theorem particleHole_eq {a : n → A} (ha : IsCAR a) (w : A →ₗ[ℂ] ℂ) :
    particleHole w a = gMap (oneRDM w a) (twoRDM w a) := by
  ext ⟨i, j⟩ ⟨k, l⟩
  simp only [particleHole, gMap, oneRDM, twoRDM, Matrix.of_apply]
  rw [normalOrder_particleHole ha]
  simp only [map_sub, map_smul, smul_eq_mul]
```

## The three inequalities

The lemma `gram` is the argument from squares, for any finite family of operators `C`. Its first half evaluates positivity on x, y, x + y and x + iy and compares real and imaginary parts; its second half identifies the quadratic form with w(X† X). The assumption `StarModule ℂ A` says that the adjoint conjugates scalars, as it does for operators on a Hilbert space.

```lean
/-- Auxiliary: if the adjoint conjugates scalars, then for a finite family `C` the expectation
values `w(C_p* C_q)` under a positive functional form a positive semidefinite matrix. -/
private theorem gram {m : Type*} [Fintype m] [StarModule ℂ A] {w : A →ₗ[ℂ] ℂ}
    (hw : IsPositive w) (C : m → A) :
    (Matrix.of fun p q => w (star (C p) * C q)).PosSemidef := by
  apply Matrix.PosSemidef.of_dotProduct_mulVec_nonneg
  · -- Hermiticity by polarization with x + y and x + i y
    ext p q
    simp only [Matrix.conjTranspose_apply, Matrix.of_apply]
    generalize C p = x
    generalize C q = y
    have hI : star Complex.I = -Complex.I := by simp

    have h1 := (Complex.nonneg_iff.mp (hw (x + y))).2
    have h2 := (Complex.nonneg_iff.mp (hw (x + Complex.I • y))).2
    have hx := (Complex.nonneg_iff.mp (hw x)).2
    have hy := (Complex.nonneg_iff.mp (hw y)).2
    simp only [star_add, star_smul, hI, add_mul, mul_add, smul_mul_assoc, mul_smul_comm,
      map_add, map_smul, smul_eq_mul, Complex.add_im, Complex.mul_im, Complex.mul_re,
      Complex.neg_re, Complex.neg_im, Complex.I_re, Complex.I_im] at h1 h2
    apply Complex.ext
    · simp only [Complex.star_def, Complex.conj_re]; linarith
    · simp only [Complex.star_def, Complex.conj_im]; linarith
  · -- the quadratic form is the expectation value of a square
    intro v
    have h := hw (∑ q, v q • C q)
    rw [star_sum, Finset.sum_mul_sum] at h
    convert h using 1
    simp only [dotProduct, Matrix.mulVec, Finset.mul_sum, map_sum, Pi.star_apply,
      Matrix.of_apply, star_smul, smul_mul_assoc, mul_smul_comm, map_smul, smul_eq_mul]
    refine Finset.sum_congr rfl fun p _ => Finset.sum_congr rfl fun q _ => ?_
    ring
```

The main theorem states that, for finitely many modes obeying the CAR and a positive functional, `twoRDM`, `qMap` and `gMap` give positive semidefinite matrices. The proof first rewrites the two reconstructions back into expectation values, then applies `gram` with the three choices of C listed earlier.

```lean
/-- The DQG conditions: for finitely many CAR operators in an algebra whose adjoint conjugates
scalars, and for a positive functional, the two-particle matrix and the two-hole and particle-hole
expressions built from `w(1)`, `γ` and `D` are positive semidefinite. -/
theorem dqg_conditions [Fintype n] [StarModule ℂ A] {a : n → A} (ha : IsCAR a)
    {w : A →ₗ[ℂ] ℂ} (hw : IsPositive w) :
    (twoRDM w a).PosSemidef ∧
    (qMap (w 1) (oneRDM w a) (twoRDM w a)).PosSemidef ∧
    (gMap (oneRDM w a) (twoRDM w a)).PosSemidef := by
  rw [← twoHole_eq ha, ← particleHole_eq ha]
  refine ⟨?_, ?_, ?_⟩
  · convert gram hw (fun p : n × n => a p.2 * a p.1) using 1
    ext p q
    simp only [twoRDM, Matrix.of_apply, star_mul, mul_assoc]
  · convert gram hw (fun p : n × n => star (a p.2) * star (a p.1)) using 1
    ext p q
    simp only [twoHole, Matrix.of_apply, star_mul, star_star, mul_assoc]
  · convert gram hw (fun p : n × n => star (a p.2) * a p.1) using 1
    ext p q
    simp only [particleHole, Matrix.of_apply, star_mul, star_star, mul_assoc]
```

In variational calculations with reduced density matrices, these inequalities serve as semidefinite constraints; in a finite orbital basis, a minimum taken under such necessary conditions cannot lie above the exact ground-state energy of that basis. The theorem does not characterise the matrices that come from N-particle states. The antisymmetry of D within each index pair, which the three inequalities do not imply, and the trace and contraction relations that hold at fixed N would enter as additional constraints.

## Two modes as four-by-four matrices

A small concrete system meets both assumptions of the theorem. The building block is the lowering matrix of one mode.

```lean
/-- The two-by-two lowering matrix of a single mode. -/
def lower : Matrix (Fin 2) (Fin 2) ℂ := !![0, 1; 0, 0]
```

In the Jordan–Wigner construction the second mode carries a sign that depends on the occupation of the first, which makes operators of different modes anticommute.

```lean
/-- Two fermionic modes as four-by-four Jordan-Wigner matrices, written in two-by-two blocks. -/
def jordanWigner : Fin 2 → Matrix (Fin 2 ⊕ Fin 2) (Fin 2 ⊕ Fin 2) ℂ :=
  ![Matrix.fromBlocks 0 1 0 0, Matrix.fromBlocks lower 0 0 (-lower)]
```

The functional is the trace. Since the identity has trace 4, this is four times the expectation value in the maximally mixed state, where each mode has occupation 1/2. The proof checks the single-mode relations, lifts them to blocks for every pair of modes, and writes the trace of x† x as a sum of squared moduli.

```lean
/-- The Jordan-Wigner matrices satisfy the CAR, and the trace is a positive functional on the
four-by-four matrices. -/
theorem dqg_conditions_witness :
    IsCAR jordanWigner ∧ IsPositive (Matrix.traceLinearMap (Fin 2 ⊕ Fin 2) ℂ ℂ) := by
  -- the single-mode relations, from which the block relations follow
  have h0 : lower * lower = 0 := by
    ext p q
    fin_cases p <;> fin_cases q <;> simp [lower, Matrix.mul_apply, Fin.sum_univ_two]
  have hs : lowerᴴ = !![0, 0; 1, 0] := by
    ext p q
    fin_cases p <;> fin_cases q <;> simp [lower, Matrix.conjTranspose_apply]
  have h1 : lower * lowerᴴ + lowerᴴ * lower = 1 := by
    rw [hs]
    ext p q
    fin_cases p <;> fin_cases q <;>
      simp [lower]
  have hz : Matrix.fromBlocks 0 0 0 0 = (0 : Matrix (Fin 2 ⊕ Fin 2) (Fin 2 ⊕ Fin 2) ℂ) := by
    ext (p | p) (q | q) <;> rfl
  refine ⟨⟨fun i j => ?_, fun i j => ?_⟩, fun x => ?_⟩
  · fin_cases i <;> fin_cases j <;>
      simp [jordanWigner, Matrix.fromBlocks_multiply, Matrix.fromBlocks_add, h0, hz]
  · fin_cases i <;> fin_cases j <;>
      simp [jordanWigner, kron, Matrix.star_eq_conjTranspose, Matrix.fromBlocks_conjTranspose,
        Matrix.fromBlocks_multiply, Matrix.fromBlocks_add, h1, hz]
  · simp only [Matrix.traceLinearMap_apply, Matrix.trace, Matrix.diag_apply,
      Matrix.mul_apply, Matrix.star_apply]
    exact Finset.sum_nonneg fun _ _ => Finset.sum_nonneg fun _ _ => star_mul_self_nonneg _

end

end TwoBodyRepresentability
```

```lean
#print axioms TwoBodyRepresentability.dqg_conditions
```

```
'TwoBodyRepresentability.dqg_conditions' depends on axioms: [propext, Classical.choice, Quot.sound]
```
